# With a positive definite hardness matrix, only electronegativity differences move charge at fixed total charge

In many simulations with fluctuating charges, a linear solve at each geometry turns a set of atomic electronegativities into charges. Before that solve one may subtract a common constant from all the electronegativities, for instance to set one element's value to zero. If the energy is quadratic in the charges with a positive definite hardness matrix, and only the total charge is constrained, this leaves every charge as it was. No other change of the electronegativities does so. A model fitted only to charges at one geometry, with the hardness matrix given, therefore determines its electronegativities up to one common constant.

## Charges that equalise the electronegativity

Take \(N\ge 1\) atoms with charges \(q\in\mathbb R^N\), electronegativities \(\chi\in\mathbb R^N\) and energy

\[
E(q)=\chi^T q+\tfrac12\,q^TAq .
\]

The diagonal of the symmetric matrix \(A\) holds the atomic hardnesses, and the off-diagonal entries hold the Coulomb couplings. With the factor \(\tfrac12\), a hardness is the full second derivative of the energy; some texts call half of it the hardness. Positive definiteness makes the quadratic term positive for every nonzero set of charges, so the energy has a minimum at each total charge and the charges cannot run away.

Let \(1\) denote the vector of ones. Minimising \(E\) at fixed total charge \(1^Tq=Q\) gives

\[
\chi+Aq=\mu 1 ,
\]

where \(\mu\) is the Lagrange multiplier. It is the common effective electronegativity, and so has the opposite sign to the electronic chemical potential, which is often given the same letter.

## What is claimed

Define the total softness \(S=1^TA^{-1}1\) and the matrix

\[
C=A^{-1}-\frac{A^{-1}1\,1^TA^{-1}}{S}.
\]

- `response_posSemidef_and_kernel`: \(C\) is symmetric positive semidefinite, and \(Cv=0\) exactly when \(v\) is constant over the atoms.
- `charge_shift`: if \(q\) and \(q'\) are equilibrated for \(\chi\) and \(\chi'\) at the same \(Q\), then \(q'-q=-C(\chi'-\chi)\).
- `same_charges_iff`: in that situation \(q'=q\) exactly when \(\chi'-\chi\) is constant.
- `response_two_atoms`: an explicit \(C\) for two atoms.

In Lean, the atoms are the elements of a finite type `n`, and `[Nonempty n]` says that there is at least one. `A.PosDef` includes the symmetry of \(A\). `response A` is \(C\), so the derivative of the charges with respect to the electronegativities is minus `response A`. `totalSoftness A` is \(S\), and `vecMulVec 1 1` is \(11^T\). `IsEquilibrated A χ Q q` states the two conditions \(1^Tq=Q\) and \(\chi+Aq=\mu1\) for some \(\mu\); the energy itself does not appear.

The theorems take equilibrated charges as given. Such charges exist: put \(\mu=(Q+1^TA^{-1}\chi)/S\) and \(q=A^{-1}(\mu1-\chi)\).

For a single atom \(C=0\), every vector is constant, and the charge is always \(Q\).

The step from here to a real molecule is the assumption that its charges follow a quadratic energy whose \(A\) stays the same when \(\chi\) changes. The comparison is thus between two sets of electronegativities at one geometry. If separate fragments each have a fixed charge, there are more constraints and the response matrix is a different one.

## Derivation from the softness-weighted mean

**Total softness.** The inverse of a positive definite matrix is positive definite, and \(1\neq0\) because \(N\ge1\). Hence \(S>0\).

**Action of \(C\).** Let \(m(v)=1^TA^{-1}v/S\). This is a mean of \(v\) with weights \(A^{-1}1/S\), which sum to one but may be negative for some atoms. Then

\[
Cv=A^{-1}v-A^{-1}1\,\frac{1^TA^{-1}v}{S}=A^{-1}\bigl(v-m(v)1\bigr),
\]

and multiplying by \(A\) gives

\[
A(Cv)=v-m(v)1 .
\]

**Neutrality.** The charges \(Cv\) sum to zero:

\[
1^TCv=1^TA^{-1}v-m(v)S=0 .
\]

**Positivity.** \(C\) is symmetric because \(A^{-1}\) and \(11^T\) are. Since \(v=A(Cv)+m(v)1\),

\[
v^TCv=(Cv)^TA(Cv)+m(v)\,1^TCv=(Cv)^TA(Cv)\ge0 .
\]

**Kernel.** If \(Cv=0\), then \(0=A(Cv)=v-m(v)1\), so \(v\) is constant. Conversely \(m(1)=S/S=1\), so \(C1=A^{-1}(1-1)=0\), and \(C(c1)=0\) for every number \(c\).

**Charge response.** If \(1^Tp=0\), then \(m(Ap)=1^Tp/S=0\), and so \(C(Ap)=A^{-1}Ap=p\). Now subtract the two equilibrium conditions:

\[
(\chi'-\chi)+A(q'-q)=(\mu'-\mu)1 .
\]

The difference \(q'-q\) is neutral because both states have total charge \(Q\). Applying \(C\) gives

\[
C(\chi'-\chi)+(q'-q)=0 .
\]

So \(q'=q\) exactly when \(C(\chi'-\chi)=0\), which by the kernel result means that \(\chi'-\chi\) is constant.

**Two atoms.** Let the hardnesses be \(a,b\) and the coupling \(g\), and write \(d=ab-g^2\) and \(s=a+b-2g\). Then

\[
A^{-1}=\frac1d\begin{pmatrix}b&-g\\-g&a\end{pmatrix},\qquad
A^{-1}1=\frac1d\begin{pmatrix}b-g\\a-g\end{pmatrix},\qquad S=\frac sd .
\]

The first row of \(C\) has the entries

\[
C_{11}=\frac{bs-(b-g)^2}{ds}=\frac{ab-g^2}{ds}=\frac1s,\qquad
C_{12}=\frac{-gs-(b-g)(a-g)}{ds}=\frac{g^2-ab}{ds}=-\frac1s .
\]

Exchanging \(a\) and \(b\) gives \(C_{22}=1/s\), and symmetry gives \(C_{21}=-1/s\). Hence

\[
C=\frac1{a+b-2g}\begin{pmatrix}1&-1\\-1&1\end{pmatrix}.
\]

This formula needs only \(d\neq0\) and \(s\neq0\), which is what the theorem assumes; both are positive when \(A\) is positive definite.

## The Lean file

```lean
import Mathlib

open Matrix

namespace ChargeResponse

noncomputable section

variable {n : Type*} [Fintype n] [DecidableEq n]

/-- The total softness `1ᵀ A⁻¹ 1` of an invertible hardness matrix `A`. -/
def totalSoftness (A : Matrix n n ℝ) : ℝ :=
  (1 : n → ℝ) ⬝ᵥ A⁻¹ *ᵥ (1 : n → ℝ)

/-- The matrix `A⁻¹ - A⁻¹ 1 1ᵀ A⁻¹ / (1ᵀ A⁻¹ 1)`, for an invertible hardness matrix `A`
with nonzero total softness. -/
def response (A : Matrix n n ℝ) : Matrix n n ℝ :=
  A⁻¹ - (totalSoftness A)⁻¹ • (A⁻¹ * vecMulVec (1 : n → ℝ) (1 : n → ℝ) * A⁻¹)

/-- The softness-weighted mean `1ᵀ A⁻¹ v / (1ᵀ A⁻¹ 1)` of a potential `v`, for an invertible
hardness matrix `A` with nonzero total softness. -/
def meanLevel (A : Matrix n n ℝ) (v : n → ℝ) : ℝ :=
  ((1 : n → ℝ) ⬝ᵥ A⁻¹ *ᵥ v) / totalSoftness A

/-- The charges `q` have total `Q`, and the effective electronegativity `χ + A q` is the same
on every atom. -/
def IsEquilibrated (A : Matrix n n ℝ) (χ : n → ℝ) (Q : ℝ) (q : n → ℝ) : Prop :=
  (1 : n → ℝ) ⬝ᵥ q = Q ∧ ∃ μ : ℝ, χ + A *ᵥ q = μ • (1 : n → ℝ)

/-- The total softness of a positive definite hardness matrix on at least one atom is
positive. -/
theorem totalSoftness_pos [Nonempty n] {A : Matrix n n ℝ} (hA : A.PosDef) :
    0 < totalSoftness A := by
  have h := hA.inv.dotProduct_mulVec_pos (x := (1 : n → ℝ)) one_ne_zero
  rwa [star_trivial] at h

/-- The response matrix first subtracts from a potential its softness-weighted mean and then
applies the inverse hardness. -/
theorem response_mulVec (A : Matrix n n ℝ) (v : n → ℝ) :
    response A *ᵥ v = A⁻¹ *ᵥ (v - meanLevel A v • (1 : n → ℝ)) := by
  have hJ : ∀ w : n → ℝ, vecMulVec (1 : n → ℝ) (1 : n → ℝ) *ᵥ w
      = ((1 : n → ℝ) ⬝ᵥ w) • (1 : n → ℝ) := by
    intro w
    ext i
    simp [Matrix.mulVec, vecMulVec_apply, dotProduct]
  rw [response, Matrix.sub_mulVec, Matrix.smul_mulVec, ← Matrix.mulVec_mulVec,
    ← Matrix.mulVec_mulVec, hJ, Matrix.mulVec_smul, Matrix.mulVec_sub, Matrix.mulVec_smul,
    smul_smul, meanLevel, div_eq_inv_mul]

/-- For a positive definite hardness matrix on at least one atom, the charges `C v` produced
by the response matrix `C` sum to zero. -/
theorem response_neutral [Nonempty n] {A : Matrix n n ℝ} (hA : A.PosDef) (v : n → ℝ) :
    (1 : n → ℝ) ⬝ᵥ response A *ᵥ v = 0 := by
  have hS := (totalSoftness_pos hA).ne'
  rw [response_mulVec, Matrix.mulVec_sub, Matrix.mulVec_smul, dotProduct_sub,
    dotProduct_smul, smul_eq_mul]
  change _ - _ / totalSoftness A * totalSoftness A = 0
  rw [div_mul_cancel₀ _ hS, sub_self]

/-- For a positive definite hardness matrix `A`, the hardness acting on the charges `C v` produced
by the response matrix `C` gives back the potential `v` less its softness-weighted mean. -/
theorem hardness_response {A : Matrix n n ℝ} (hA : A.PosDef) (v : n → ℝ) :
    A *ᵥ (response A *ᵥ v) = v - meanLevel A v • (1 : n → ℝ) := by
  rw [response_mulVec, Matrix.mulVec_mulVec,
    Matrix.mul_nonsing_inv _ hA.det_pos.ne'.isUnit, Matrix.one_mulVec]

/-- For a positive definite hardness matrix `A` on at least one atom, the response matrix `C`
is symmetric positive semidefinite, and `C v = 0` exactly when `v` is constant. -/
theorem response_posSemidef_and_kernel [Nonempty n] {A : Matrix n n ℝ} (hA : A.PosDef) :
    (response A).PosSemidef ∧
      ∀ v : n → ℝ, response A *ᵥ v = 0 ↔ ∃ c : ℝ, v = c • (1 : n → ℝ) := by
  refine ⟨Matrix.PosSemidef.of_dotProduct_mulVec_nonneg ?_ ?_, fun v => ⟨?_, ?_⟩⟩
  · -- symmetry is inherited from the inverse hardness
    have hB : (A⁻¹)ᴴ = A⁻¹ := hA.inv.isHermitian
    have hJ : (vecMulVec (1 : n → ℝ) (1 : n → ℝ))ᴴ = vecMulVec 1 1 := by
      ext i j
      simp [vecMulVec_apply]
    rw [Matrix.IsHermitian, response, Matrix.conjTranspose_sub, Matrix.conjTranspose_smul,
      Matrix.conjTranspose_mul, Matrix.conjTranspose_mul, hB, hJ, star_trivial,
      Matrix.mul_assoc]
  · -- `vᵀ C v` is twice the hardness energy of the neutral charges `C v`
    intro v
    have h := hA.posSemidef.dotProduct_mulVec_nonneg (response A *ᵥ v)
    rw [star_trivial, hardness_response hA, dotProduct_sub, dotProduct_smul,
      dotProduct_comm _ (1 : n → ℝ), response_neutral hA, smul_zero, sub_zero,
      dotProduct_comm] at h
    rwa [star_trivial]
  · -- if no charge moves, the potential equals its own mean
    intro h
    have h2 := hardness_response hA v
    rw [h, Matrix.mulVec_zero] at h2
    exact ⟨meanLevel A v, sub_eq_zero.mp h2.symm⟩
  · rintro ⟨c, rfl⟩
    have h1 : meanLevel A (1 : n → ℝ) = 1 := div_self (totalSoftness_pos hA).ne'
    rw [Matrix.mulVec_smul, response_mulVec, h1, one_smul, sub_self, Matrix.mulVec_zero,
      smul_zero]

/-- For a positive definite hardness matrix `A`, the potential `A q` of charges `q` with zero
sum is turned back into `q` by the response matrix. -/
theorem response_hardness {A : Matrix n n ℝ} (hA : A.PosDef) {q : n → ℝ}
    (hq : (1 : n → ℝ) ⬝ᵥ q = 0) : response A *ᵥ (A *ᵥ q) = q := by
  have hinv : A⁻¹ *ᵥ (A *ᵥ q) = q := by
    rw [Matrix.mulVec_mulVec, Matrix.nonsing_inv_mul _ hA.det_pos.ne'.isUnit,
      Matrix.one_mulVec]
  rw [response_mulVec, meanLevel, hinv, hq, zero_div, zero_smul, sub_zero, hinv]

/-- For a positive definite hardness matrix on at least one atom, changing the electronegativities
from `χ` to `χ'` at fixed total charge changes the equilibrated charges by `-C (χ' - χ)`, where `C`
is the response matrix. -/
theorem charge_shift [Nonempty n] {A : Matrix n n ℝ} (hA : A.PosDef) {χ χ' q q' : n → ℝ}
    {Q : ℝ} (h : IsEquilibrated A χ Q q) (h' : IsEquilibrated A χ' Q q') :
    q' - q = -(response A *ᵥ (χ' - χ)) := by
  obtain ⟨hQ, μ, hμ⟩ := h
  obtain ⟨hQ', μ', hμ'⟩ := h'
  have hn : (1 : n → ℝ) ⬝ᵥ (q' - q) = 0 := by rw [dotProduct_sub, hQ, hQ', sub_self]
  -- subtract the two equilibrium conditions
  have hχ : χ' - χ = (μ' - μ) • (1 : n → ℝ) - A *ᵥ (q' - q) := by
    rw [Matrix.mulVec_sub, sub_smul, ← hμ, ← hμ']
    abel
  have hc := ((response_posSemidef_and_kernel hA).2 ((μ' - μ) • (1 : n → ℝ))).mpr ⟨_, rfl⟩
  rw [hχ, Matrix.mulVec_sub, hc, response_hardness hA hn, zero_sub, neg_neg]

/-- Only electronegativity differences move charge: for a positive definite hardness matrix on
at least one atom and a fixed total charge, two sets of electronegativities have the same
equilibrated charges exactly when they differ by a constant. -/
theorem same_charges_iff [Nonempty n] {A : Matrix n n ℝ} (hA : A.PosDef)
    {χ χ' q q' : n → ℝ} {Q : ℝ} (h : IsEquilibrated A χ Q q)
    (h' : IsEquilibrated A χ' Q q') :
    q' = q ↔ ∃ c : ℝ, χ' - χ = c • (1 : n → ℝ) := by
  rw [← (response_posSemidef_and_kernel hA).2, ← sub_eq_zero, charge_shift hA h h',
    neg_eq_zero]

/-- Two atoms with hardnesses `a`, `b` and coupling `g`, where `a b ≠ g²` and `a + b ≠ 2 g`,
have the response matrix with rows `(1, -1)` and `(-1, 1)` divided by `a + b - 2 g`. -/
theorem response_two_atoms (a b g : ℝ) (hdet : a * b - g * g ≠ 0)
    (hsum : a + b - 2 * g ≠ 0) :
    response !![a, g; g, b] = (a + b - 2 * g)⁻¹ • !![1, -1; -1, 1] := by
  have hinv : (!![a, g; g, b])⁻¹ = (a * b - g * g)⁻¹ • !![b, -g; -g, a] := by
    rw [Matrix.inv_def, Matrix.det_fin_two_of, Matrix.adjugate_fin_two_of,
      Ring.inverse_eq_inv']
  have hS : totalSoftness !![a, g; g, b] = (a + b - 2 * g) / (a * b - g * g) := by
    rw [totalSoftness, hinv]
    simp [Matrix.mulVec, dotProduct, Fin.sum_univ_succ]
    ring
  have hJ : vecMulVec (1 : Fin 2 → ℝ) (1 : Fin 2 → ℝ) = !![1, 1; 1, 1] := by
    ext i j
    rw [vecMulVec_apply]
    fin_cases i <;> fin_cases j <;> simp
  rw [response, hS, hinv, hJ]
  -- name the determinant and the denominator, then compare entries
  obtain ⟨d, hd⟩ : ∃ d, d = a * b - g * g := ⟨_, rfl⟩
  obtain ⟨s, hs⟩ : ∃ s, s = a + b - 2 * g := ⟨_, rfl⟩
  rw [← hd] at hdet ⊢
  rw [← hs] at hsum ⊢
  ext i j
  fin_cases i <;> fin_cases j <;>
    simp <;>
    field_simp <;> rw [hd, hs] <;> ring

end

end ChargeResponse
```

```lean
#print axioms ChargeResponse.same_charges_iff
#print axioms ChargeResponse.response_two_atoms
```

```
'ChargeResponse.same_charges_iff' depends on axioms: [propext, Classical.choice, Quot.sound]
'ChargeResponse.response_two_atoms' depends on axioms: [propext, Classical.choice, Quot.sound]
```

## How the lemmas carry the derivation

`totalSoftness_pos` applies the positivity of the inverse to the vector of ones. `response_mulVec` is the formula \(Cv=A^{-1}(v-m(v)1)\), with `meanLevel A v` for \(m(v)\). Its auxiliary fact `hJ` says that \(11^Tw=(1^Tw)1\), and the rest is linearity. `response_neutral` and `hardness_response` then give \(1^TCv=0\) and \(A(Cv)=v-m(v)1\).

The proof of `response_posSemidef_and_kernel` splits into four goals.

1. Symmetry is proved by taking the conjugate transpose of the definition, which for real matrices is the ordinary transpose.
2. For positivity, `h` starts as \((Cv)^TA(Cv)\ge0\). Rewriting with `hardness_response` turns it into \((Cv)^T(v-m(v)1)\ge0\), and `response_neutral` removes the term with the mean.
3. If \(Cv=0\), `hardness_response` reads \(0=v-m(v)1\), and `meanLevel A v` is supplied as the constant.
4. For a constant vector, `h1` records \(m(1)=1\), after which the formula for \(Cv\) gives zero.

`response_hardness` is the statement \(C(Ap)=p\) for neutral \(p\). In `charge_shift`, `hn` is the neutrality of \(q'-q\), and `hχ` is the difference of the equilibrium conditions solved for \(\chi'-\chi\). Applying \(C\) leaves two terms: `hc` removes the constant one, and `response_hardness` evaluates the other.

`same_charges_iff` uses the kernel result from right to left, replacing "differ by a constant" by \(C(\chi'-\chi)=0\). It writes \(q'=q\) as \(q'-q=0\) and inserts `charge_shift`; the two sides then differ only by a minus sign.

`response_two_atoms` computes the inverse in `hinv` and the total softness in `hS`. It then names \(d\) and \(s\), so that `field_simp` can clear them as single nonzero denominators. Once their definitions are put back, `ring` checks the polynomial identity for each of the four entries.
